# Upper bound on the energy after one steepest-descent step when the energy gradient is Lipschitz

The theorem `energy_step_le` concerns a differentiable energy `E` on a real Hilbert space `V` of any dimension, whose gradient obeys ‖∇E(x) − ∇E(y)‖ ≤ L‖x − y‖ for a real constant `L`. It states that for every point x and every real step size t, with no sign or size condition on t, the energy at x − t∇E(x) is at most E(x) − t(1 − Lt/2)‖∇E(x)‖². The attempt first proves the quadratic bound E(x + d) ≤ E(x) + ⟨∇E(x), d⟩ + (L/2)‖d‖², by showing that the energy along the segment x + s d minus its quadratic model has nonpositive derivative in s between 0 and 1, and then sets d = −t∇E(x). The failure is in step `h2`, the chain rule giving ⟨∇E(x + s d), d⟩ as the derivative of s ↦ E(x + s d).

As first written in Lean, the proof fails:

```lean
import Mathlib

open Filter Topology

namespace GradientDominatedDescent

noncomputable section

variable {V : Type*} [NormedAddCommGroup V] [InnerProductSpace ℝ V] [CompleteSpace V]
variable {E : V → ℝ} {L m E₀ : ℝ}

/-- The gradient of the energy is Lipschitz with constant `L`. -/
def LipschitzGradient (E : V → ℝ) (L : ℝ) : Prop :=
  ∀ x y, ‖gradient E x - gradient E y‖ ≤ L * ‖x - y‖

/-- One steepest-descent step of size `t`. -/
def descentStep (E : V → ℝ) (t : ℝ) (x : V) : V := x - t • gradient E x

/-- Auxiliary bound: the energy after a step of any size `t` is at most
`E x - t (1 - L t / 2) ‖∇E x‖²`. -/
theorem energy_step_le (hE : Differentiable ℝ E) (hL : LipschitzGradient E L) (t : ℝ) (x : V) :
    E (descentStep E t x) ≤ E x - t * (1 - L * t / 2) * ‖gradient E x‖ ^ 2 := by
  have quad : ∀ d : V, E (x + d) ≤ E x + inner ℝ (gradient E x) d + L / 2 * ‖d‖ ^ 2 := by
    intro d
    -- energy along the segment minus its quadratic model
    have hd : ∀ s : ℝ, HasDerivAt
        (fun s : ℝ => E (x + s • d) - s * inner ℝ (gradient E x) d - L / 2 * ‖d‖ ^ 2 * s ^ 2)
        (inner ℝ (gradient E (x + s • d)) d - inner ℝ (gradient E x) d - L * ‖d‖ ^ 2 * s) s := by
      intro s
      have h1 : HasDerivAt (fun s : ℝ => x + s • d) d s := by
        simpa using ((hasDerivAt_id s).smul_const d).const_add x
      have h2 : HasDerivAt (fun s : ℝ => E (x + s • d))
          (inner ℝ (gradient E (x + s • d)) d) s :=
        (hE (x + s • d)).hasGradientAt.hasFDerivAt.comp_hasDerivAt s h1
      have h3 : HasDerivAt (fun s : ℝ => s * inner ℝ (gradient E x) d)
          (inner ℝ (gradient E x) d) s := by
        simpa using (hasDerivAt_id s).mul_const (inner ℝ (gradient E x) d)
      have h4 : HasDerivAt (fun s : ℝ => s ^ 2) (2 * s) s := by
        simpa using hasDerivAt_pow 2 s
      have h5 := (h2.fun_sub h3).fun_sub (h4.const_mul (L / 2 * ‖d‖ ^ 2))
      exact h5.congr_deriv (by ring)
    have hanti := antitoneOn_of_deriv_nonpos (convex_Icc (0 : ℝ) 1)
      (fun s _ => (hd s).continuousAt.continuousWithinAt)
      (fun s _ => (hd s).differentiableAt.differentiableWithinAt)
      (fun s hs => by
        have hs0 : 0 ≤ s := (interior_subset hs).1
        have a := hL (x + s • d) x
        rw [add_sub_cancel_left, norm_smul, Real.norm_eq_abs, abs_of_nonneg hs0] at a
        have b := real_inner_le_norm (gradient E (x + s • d) - gradient E x) d
        rw [inner_sub_left] at b
        have c := mul_le_mul_of_nonneg_right a (norm_nonneg d)
        rw [(hd s).deriv]
        nlinarith)
    have h := hanti (Set.left_mem_Icc.mpr zero_le_one) (Set.right_mem_Icc.mpr zero_le_one)
      zero_le_one
    simp only [one_smul, zero_smul, add_zero] at h
    nlinarith
  have h := quad (-(t • gradient E x))
  rw [← sub_eq_add_neg, inner_neg_right, inner_smul_right, real_inner_self_eq_norm_sq,
    norm_neg, norm_smul, Real.norm_eq_abs, mul_pow, sq_abs] at h
  unfold descentStep
  nlinarith

end

end GradientDominatedDescent
```

Messages:

```
Main.lean:34:8: error: Type mismatch
  HasFDerivAt.comp_hasDerivAt s ?m.435 h1
has type
  HasDerivAt (?m.433 ∘ fun s => x + s • d) (?m.434 d) s
but is expected to have type
  HasDerivAt (fun s => E (x + s • d)) (inner ℝ (gradient E (x + s • d)) d) s
```

Diagnosis. The message shows `HasFDerivAt.comp_hasDerivAt s ?m.435 h1`: when the lemma's conclusion was compared with the stated type of `h2`, the Fréchet-derivative hypothesis was still the placeholder `?m.435`. So the outer function `?m.433` and its derivative `?m.434` were unknown too. Lean had to match `HasDerivAt (?m.433 ∘ fun s => x + s • d) (?m.434 d) s` against a statement with a plain lambda and the value `inner ℝ (gradient E (x + s • d)) d`. There `?m.434` is a continuous linear map applied to `d` through a coercion, and the inner-product expression does not display such a map for unification to read off.

The repair uses the same lemmas and changes only the order of elaboration. `hf` is stated first, with no expected type, fixing the function as `E` and the derivative as the `InnerProductSpace.toDual` image of the gradient. `h` applies the chain rule to `hf` and `h1`, again with no expected type, so its statement has no unknowns. `exact h` then only checks definitional equality: the composition unfolds to the lambda, and the dual functional applied to `d` unfolds to the inner product.

Fix (accepted with no message):

```diff
@@ -31,6 +31,8 @@
         simpa using ((hasDerivAt_id s).smul_const d).const_add x
       have h2 : HasDerivAt (fun s : ℝ => E (x + s • d))
-          (inner ℝ (gradient E (x + s • d)) d) s :=
-        (hE (x + s • d)).hasGradientAt.hasFDerivAt.comp_hasDerivAt s h1
+          (inner ℝ (gradient E (x + s • d)) d) s := by
+        have hf := (hE (x + s • d)).hasGradientAt.hasFDerivAt
+        have h := HasFDerivAt.comp_hasDerivAt s hf h1
+        exact h
       have h3 : HasDerivAt (fun s : ℝ => s * inner ℝ (gradient E x) d)
           (inner ℝ (gradient E x) d) s := by
```
